# For exponential radial functions in a Yukawa potential, the $l\to0$ limit of the $j=l+\tfrac12$ spin-orbit shift equals the s-state Darwin shift only without screening

## Can the Darwin entry for an s state be read off the spin-orbit formula?

When I tabulate first-order Pauli corrections for an electron near a nucleus, I fill the s-state Darwin entry by taking the spin-orbit formula for $j=l+\tfrac12$ and letting $l$ go to zero. For a bare nucleus this gives the right number.

Now I have a screened nucleus, $V(r)=-Z e^{-mr}/r$ with screening constant $m$, and radial functions proportional to $r^{l+1}e^{-ar}$. The limit comes out as $Za^3/(2c^2)$ in atomic units, where $c$ is the speed of light. The screening constant has vanished from it. Is this still the Darwin shift, or have I lost something?

## The limit keeps the nuclear charge and loses the screening charge

You have lost something as soon as $m>0$. The limit is correct as a limit, but the Darwin shift is lower by

$$\frac{Zm^2a^3}{2c^2(2a+m)^2}.$$

For these radial functions, the shortcut is therefore safe only at $m=0$. For $m>0$, either evaluate the s-state Darwin term directly, as below, or subtract this difference from the limit.

**The spin-orbit side.** The Pauli spin-orbit operator is $\frac{1}{2c^2}\frac{V'}{r}\,\mathbf L\cdot\mathbf S$, and $\mathbf L\cdot\mathbf S=l/2$ for $j=l+\tfrac12$. The shift is thus $l\langle V'/r\rangle/(4c^2)$. Take the unnormalised function $P=r^{l+1}e^{-ar}$ and write $b=2a+m$. Since

$$V'(r)=\frac{Z(1+mr)e^{-mr}}{r^2},$$

the integral in the numerator is

$$\int_0^\infty \frac{V'}{r}P^2\,dr=Z\int_0^\infty(1+mr)\,r^{2l-1}e^{-br}\,dr
=\frac{Z\,\Gamma(2l)}{b^{2l}}\left(1+\frac{2lm}{b}\right).$$

The norm integral is

$$\int_0^\infty P^2\,dr=\frac{\Gamma(2l+3)}{(2a)^{2l+3}}
=\frac{(2l+2)(2l+1)(2l)\,\Gamma(2l)}{(2a)^{2l+3}}.$$

In the quotient $\Gamma(2l)$ drops out and leaves a factor $1/(2l)$, which the prefactor $l$ cancels:

$$l\left\langle\frac{V'}{r}\right\rangle=\frac{Z(2a)^{2l+3}(b+2lm)}{2(2l+1)(2l+2)\,b^{2l+1}}.$$

At $l=0$ the right-hand side is $8Za^3b/(4b)=2Za^3$. Division by $4c^2$ gives your $Za^3/(2c^2)$.

**The Darwin side.** The shift is $\langle\nabla^2V\rangle/(8c^2)$, and $V$ is singular at the nucleus, so the Laplacian is moved onto the density. For a spherical density proportional to $P^2/r^2$, this turns the mean value into $\int rV\,(P^2/r)''\,dr$ divided by the norm. With $P=re^{-ar}$,

$$\frac{P^2}{r}=re^{-2ar},\qquad \left(\frac{P^2}{r}\right)''=(-4a+4a^2r)e^{-2ar},\qquad rV=-Ze^{-mr}.$$

The integral is therefore

$$Z\int_0^\infty(4a-4a^2r)e^{-br}\,dr=Z\left(\frac{4a}{b}-\frac{4a^2}{b^2}\right)=\frac{4aZ(a+m)}{b^2}=Z\left(1-\frac{m^2}{b^2}\right),$$

where the last step uses $b^2-m^2=4a(a+m)$. The norm is $1/(4a^3)$, so

$$\langle\nabla^2V\rangle=4Za^3-\frac{4Zm^2a^3}{(2a+m)^2}.$$

Division by $8c^2$ gives the Darwin shift, and subtracting it from the limit gives the difference quoted above.

**Where the missing piece sits.** Integrating by parts twice identifies the two terms. The boundary value at $r=0$ gives the contact term $4Za^3$ of the point nucleus. The remainder is $\langle(rV)''/r\rangle$ with $(rV)''/r=-Zm^2e^{-mr}/r$, which comes from the screening charge spread around the nucleus. As $l$ decreases to zero, the weight $l\,r^{2l-1}$ in the spin-orbit integral concentrates at $r=0$, so the limit sees only the nucleus. This interpretation is an addition to the Lean proof, which evaluates the Darwin integral as a whole.

**The unscreened case.** For $m=0$ and $a=Z$, the function at $l=0$ is the hydrogenic 1s function, and both routes give $Z^4/(2c^2)$. In the opposite limit $m\to\infty$ at fixed $a$, the Darwin shift tends to zero while the spin-orbit limit stays at $Za^3/(2c^2)$.

**What the Lean theorem says.** The final theorem, `spinOrbit_limit_vs_darwin`, assumes $Z,a,c>0$ and $m\ge0$ and has three parts:

- `spinOrbitShift Z m a c` tends to $Za^3/(2c^2)$ as $l$ approaches zero from above.
- This value minus `darwinShift Z m a c` equals $Zm^2a^3/(2c^2(2a+m)^2)$.
- The Darwin shift equals $Za^3/(2c^2)$ if and only if $m=0$.

The potential is `yukawa`, and `radial` is the unnormalised $P$; both shifts divide by the norm integral. The letter `m` is the inverse screening length, not a mass, and `a` is an orbital exponent, not the Bohr radius. Integrals run over `Ioi (0 : ℝ)`, the open half-line $r>0$. The filter `𝓝[>] 0` makes the limit one-sided, so the value at $l=0$ itself plays no part. Here $l$ is a real parameter: the formula for the $j=l+\tfrac12$ level is continued between the physical integers. The condition on $Z$ matters for the equivalence, since at $Z=0$ the Darwin shift and $Za^3/(2c^2)$ are both zero for every $m$. A negative $Z$ would not break the equivalence.

The prefactors $l/(4c^2)$ and $1/(8c^2)$ and the distributional reading of the Laplacian enter through the definitions. They stand for the Pauli Hamiltonian in atomic units and are not derived from the Dirac equation. The mass-velocity term is left out.

This is a model and not a real screened atom: the pure Yukawa form and the one-electron treatment are assumptions, and so is the choice of orbital. For $m>0$, $r^{l+1}e^{-ar}$ is a trial function and not an eigenfunction of the Yukawa problem, and $a$ is held fixed while $l$ varies.

```lean
import Mathlib

open MeasureTheory Set Filter Topology

namespace DarwinFromSpinOrbit

noncomputable section

/-- The screened Coulomb potential `V(r) = -Z exp(-m r) / r`, for `r ≠ 0`. -/
def yukawa (Z m r : ℝ) : ℝ := -Z * Real.exp (-(m * r)) / r

/-- The radial function `P(r) = r^(l+1) exp(-a r)` for real `l`, before normalization. -/
def radial (l a r : ℝ) : ℝ := r ^ (l + 1) * Real.exp (-(a * r))

/-- The Pauli spin-orbit shift `l <V'/r> / (4c²)` of the level `j = l + 1/2`, for `m ≥ 0`, `l > 0`,
`a > 0` and `c ≠ 0`. -/
def spinOrbitShift (Z m a c l : ℝ) : ℝ :=
  l * ((∫ r in Ioi (0 : ℝ), deriv (yukawa Z m) r / r * radial l a r ^ 2) /
    ∫ r in Ioi (0 : ℝ), radial l a r ^ 2) / (4 * c ^ 2)

/-- The Darwin shift `<∇²V> / (8c²)` of the s state, for `m ≥ 0`, `a > 0` and `c ≠ 0`. The Laplacian
is distributional: both derivatives act on the density, which gives the integral of `r V (P²/r)''`.
-/
def darwinShift (Z m a c : ℝ) : ℝ :=
  (∫ r in Ioi (0 : ℝ), r * yukawa Z m r * deriv (deriv fun x => radial 0 a x ^ 2 / x) r) /
    (∫ r in Ioi (0 : ℝ), radial 0 a r ^ 2) / (8 * c ^ 2)

/-- The derivative of `exp(-k r)` is `-k exp(-k r)`. -/
theorem hasDerivAt_decay (k r : ℝ) :
    HasDerivAt (fun x => Real.exp (-(k * x))) (-k * Real.exp (-(k * r))) r := by
  have h : HasDerivAt (fun x : ℝ => -(k * x)) (-k) r :=
    ((hasDerivAt_id' r).const_mul k).fun_neg.congr_deriv (by ring)
  exact h.exp.congr_deriv (by ring)

/-- For `s, b > 0` the integral of `(p + q r) r^(s-1) exp(-b r)` over the half-line is
`Γ(s) (p + q s/b) / b^s`. -/
theorem moments (p q : ℝ) {s b : ℝ} (hs : 0 < s) (hb : 0 < b) :
    ∫ r in Ioi (0 : ℝ), (p + q * r) * (r ^ (s - 1) * Real.exp (-(b * r))) =
      Real.Gamma s / b ^ s * (p + q * s / b) := by
  have h : ∀ t : ℝ, 0 < t → ∫ r in Ioi (0 : ℝ), r ^ (t - 1) * Real.exp (-(b * r)) =
      Real.Gamma t / b ^ t := by
    intro t ht
    rw [Real.integral_rpow_mul_exp_neg_mul_Ioi ht hb, one_div, Real.inv_rpow hb.le,
      ← div_eq_inv_mul]
  -- a non-integrable function would have integral zero in Lean
  have i : ∀ t : ℝ, 0 < t → Integrable (fun r : ℝ => r ^ (t - 1) * Real.exp (-(b * r)))
      (volume.restrict (Ioi 0)) := by
    intro t ht
    by_contra hn
    have h0 := h t ht
    rw [integral_undef hn] at h0
    exact (div_pos (Real.Gamma_pos_of_pos ht) (Real.rpow_pos_of_pos hb t)).ne h0
  have hs1 : 0 < s + 1 := by linarith
  have e : ∫ r in Ioi (0 : ℝ), (p + q * r) * (r ^ (s - 1) * Real.exp (-(b * r))) =
      ∫ r in Ioi (0 : ℝ), (p * (r ^ (s - 1) * Real.exp (-(b * r))) +
        q * (r ^ (s + 1 - 1) * Real.exp (-(b * r)))) := by
    refine setIntegral_congr_fun measurableSet_Ioi fun r hr => ?_
    have hr' : 0 < r := hr
    rw [show s + 1 - 1 = s - 1 + 1 by ring, Real.rpow_add_one hr'.ne']
    ring
  rw [e, integral_add ((i s hs).const_mul p) ((i (s + 1) hs1).const_mul q),
    integral_const_mul, integral_const_mul, h s hs, h (s + 1) hs1,
    Real.Gamma_add_one hs.ne', Real.rpow_add_one hb.ne']
  ring

/-- At `r > 0` the radial density is `P² = r^(2l+2) exp(-2 a r)`. -/
theorem radial_sq (l a : ℝ) {r : ℝ} (hr : 0 < r) :
    radial l a r ^ 2 = r ^ (2 * l + 2) * Real.exp (-(2 * a * r)) := by
  rw [radial, show 2 * l + 2 = (l + 1) + (l + 1) by ring, Real.rpow_add hr (l + 1) (l + 1),
    show -(2 * a * r) = -(a * r) + -(a * r) by ring, Real.exp_add]
  ring

/-- The norm integral of `P²` for `l ≥ 0` and `a > 0`. -/
theorem radial_norm {l a : ℝ} (hl : 0 ≤ l) (ha : 0 < a) :
    ∫ r in Ioi (0 : ℝ), radial l a r ^ 2 =
      (2 * l + 2) * ((2 * l + 1) * Real.Gamma (2 * l + 1)) / (2 * a) ^ (2 * l + 3) := by
  have h := moments 1 0 (s := 2 * l + 3) (b := 2 * a) (by positivity) (by positivity)
  have g : Real.Gamma (2 * l + 3) = (2 * l + 2) * ((2 * l + 1) * Real.Gamma (2 * l + 1)) := by
    rw [show 2 * l + 3 = 2 * l + 1 + 1 + 1 by ring, Real.Gamma_add_one (by positivity),
      Real.Gamma_add_one (by positivity)]
    ring
  rw [g, zero_mul, zero_div, add_zero, mul_one] at h
  rw [← h]
  refine setIntegral_congr_fun measurableSet_Ioi fun r hr => ?_
  rw [radial_sq l a hr, show 2 * l + 3 - 1 = 2 * l + 2 by ring]
  ring

/-- Closed form of the spin-orbit shift for every real `l > 0`, with `a > 0` and `m ≥ 0`. -/
theorem spinOrbitShift_eq {Z m a l : ℝ} (c : ℝ) (hm : 0 ≤ m) (ha : 0 < a) (hl : 0 < l) :
    spinOrbitShift Z m a c l = Z * (2 * a) ^ (2 * l + 3) * (2 * a + m + 2 * l * m) /
      (2 * (2 * l + 1) * (2 * l + 2) * (2 * a + m) ^ (2 * l + 1)) / (4 * c ^ 2) := by
  have hb : 0 < 2 * a + m := by positivity
  have hI : ∫ r in Ioi (0 : ℝ), deriv (yukawa Z m) r / r * radial l a r ^ 2 =
      ∫ r in Ioi (0 : ℝ), (Z + Z * m * r) *
        (r ^ (2 * l - 1) * Real.exp (-((2 * a + m) * r))) := by
    refine setIntegral_congr_fun measurableSet_Ioi fun r hr => ?_
    have hr' : 0 < r := hr
    have hV : HasDerivAt (yukawa Z m) (Z * Real.exp (-(m * r)) * (1 + m * r) / r ^ 2) r :=
      (((hasDerivAt_decay m r).const_mul (-Z)).fun_div (hasDerivAt_id' r)
        hr'.ne').congr_deriv (by ring)
    have e1 : r ^ (2 * l + 2) = r ^ (2 * l - 1) * r ^ 3 := by
      rw [← Real.rpow_natCast r 3, ← Real.rpow_add hr']
      congr 1
      push_cast
      ring
    rw [hV.deriv, radial_sq l a hr', e1,
      show -((2 * a + m) * r) = -(m * r) + -(2 * a * r) by ring, Real.exp_add, div_div,
      div_mul_eq_mul_div, div_eq_iff (by positivity)]
    ring
  -- the factor l cancels the pole of the Gamma function
  have alg : ∀ b G A B : ℝ, 0 < b → 0 < G → 0 < A → 0 < B →
      l * (G / B * (Z + Z * m * (2 * l) / b) /
        ((2 * l + 2) * ((2 * l + 1) * (2 * l * G)) / A)) =
      Z * A * (b + 2 * l * m) / (2 * (2 * l + 1) * (2 * l + 2) * (B * b)) := by
    intro b G A B hb hG hA hB
    field_simp
  rw [spinOrbitShift, hI, moments _ _ (by positivity) hb, radial_norm hl.le ha,
    Real.Gamma_add_one (by positivity), Real.rpow_add_one hb.ne',
    alg _ _ _ _ hb (Real.Gamma_pos_of_pos (by positivity)) (by positivity) (by positivity)]

/-- For `a, c > 0` and `m ≥ 0` the Darwin shift of the s state is
`Za³/(2c²) - Zm²a³/(2c²(2a+m)²)`. -/
theorem darwinShift_eq {Z m a c : ℝ} (hm : 0 ≤ m) (ha : 0 < a) (hc : 0 < c) :
    darwinShift Z m a c = Z * a ^ 3 / (2 * c ^ 2) -
      Z * m ^ 2 * a ^ 3 / (2 * c ^ 2 * (2 * a + m) ^ 2) := by
  have hb : 0 < 2 * a + m := by positivity
  have f0 : (fun x => radial 0 a x ^ 2 / x) = fun x => x * Real.exp (-(2 * a * x)) := by
    funext x
    rw [radial, zero_add, Real.rpow_one,
      show -(2 * a * x) = -(a * x) + -(a * x) by ring, Real.exp_add]
    by_cases hx : x = 0
    · simp [hx]
    · rw [div_eq_iff hx]
      ring
  have f1 : deriv (fun x => x * Real.exp (-(2 * a * x))) =
      fun x => (1 - 2 * a * x) * Real.exp (-(2 * a * x)) := by
    funext x
    rw [((hasDerivAt_id' x).fun_mul (hasDerivAt_decay (2 * a) x)).deriv]
    ring
  have hI : ∫ r in Ioi (0 : ℝ),
      r * yukawa Z m r * deriv (deriv fun x => radial 0 a x ^ 2 / x) r =
      ∫ r in Ioi (0 : ℝ), (4 * a * Z + -(4 * a ^ 2 * Z) * r) *
        (r ^ ((1 : ℝ) - 1) * Real.exp (-((2 * a + m) * r))) := by
    refine setIntegral_congr_fun measurableSet_Ioi fun r hr => ?_
    have hr' : 0 < r := hr
    have h : HasDerivAt (fun x : ℝ => 1 - 2 * a * x) (-(2 * a)) r :=
      (((hasDerivAt_id' r).const_mul (2 * a)).const_sub 1).congr_deriv (by ring)
    have hV : r * yukawa Z m r = -Z * Real.exp (-(m * r)) := by
      rw [yukawa, ← mul_div_assoc, div_eq_iff hr'.ne']
      ring
    rw [hV, f0, f1, (h.fun_mul (hasDerivAt_decay (2 * a) r)).deriv, sub_self, Real.rpow_zero,
      show -((2 * a + m) * r) = -(m * r) + -(2 * a * r) by ring, Real.exp_add]
    ring
  have hn : ∫ r in Ioi (0 : ℝ), radial 0 a r ^ 2 = 1 / (4 * a ^ 3) := by
    rw [radial_norm le_rfl ha, show 2 * (0 : ℝ) + 3 = ((3 : ℕ) : ℝ) by norm_num,
      Real.rpow_natCast, show 2 * (0 : ℝ) + 1 = 1 by norm_num, Real.Gamma_one,
      show 2 * (0 : ℝ) + 2 = 2 by norm_num]
    field_simp
    norm_num
  rw [darwinShift, hI, moments _ _ one_pos hb, hn, Real.Gamma_one, Real.rpow_one]
  field_simp
  ring

/-- For `Z, a, c > 0` and `m ≥ 0` the spin-orbit shift tends to `Za³/(2c²)` as `l` decreases
to 0. This limit exceeds the s-state Darwin shift by `Zm²a³/(2c²(2a+m)²)`, and the two agree
if and only if `m = 0`. -/
theorem spinOrbit_limit_vs_darwin {Z m a c : ℝ} (hZ : 0 < Z) (hm : 0 ≤ m) (ha : 0 < a)
    (hc : 0 < c) :
    Tendsto (spinOrbitShift Z m a c) (𝓝[>] 0) (𝓝 (Z * a ^ 3 / (2 * c ^ 2))) ∧
    Z * a ^ 3 / (2 * c ^ 2) - darwinShift Z m a c =
      Z * m ^ 2 * a ^ 3 / (2 * c ^ 2 * (2 * a + m) ^ 2) ∧
    (darwinShift Z m a c = Z * a ^ 3 / (2 * c ^ 2) ↔ m = 0) := by
  have hb : 0 < 2 * a + m := by positivity
  have hW := darwinShift_eq (Z := Z) hm ha hc
  refine ⟨?_, by rw [hW]; ring, fun h => ?_, fun h => by rw [hW, h]; simp⟩
  · -- the closed form is continuous at l = 0
    have hk : ∀ k s : ℝ, 0 < k → Continuous fun l : ℝ => k ^ (2 * l + s) := fun k s h =>
      (Real.continuous_const_rpow h.ne').comp (by fun_prop : Continuous fun l : ℝ => 2 * l + s)
    have hN : Continuous fun l : ℝ => Z * (2 * a) ^ (2 * l + 3) * (2 * a + m + 2 * l * m) :=
      (continuous_const.mul (hk _ _ (by positivity))).mul (by fun_prop)
    have hD : Continuous fun l : ℝ =>
        2 * (2 * l + 1) * (2 * l + 2) * (2 * a + m) ^ (2 * l + 1) :=
      (by fun_prop : Continuous fun l : ℝ => 2 * (2 * l + 1) * (2 * l + 2)).mul (hk _ _ hb)
    have hlim := ((hN.tendsto 0).div (hD.tendsto 0) (by positivity)).div_const (4 * c ^ 2)
    have hval : Z * (2 * a) ^ (2 * (0 : ℝ) + 3) * (2 * a + m + 2 * 0 * m) /
        (2 * (2 * (0 : ℝ) + 1) * (2 * 0 + 2) * (2 * a + m) ^ (2 * (0 : ℝ) + 1)) /
        (4 * c ^ 2) = Z * a ^ 3 / (2 * c ^ 2) := by
      rw [show 2 * (0 : ℝ) + 3 = ((3 : ℕ) : ℝ) by norm_num, Real.rpow_natCast,
        show 2 * (0 : ℝ) + 1 = 1 by norm_num, Real.rpow_one,
        show 2 * a + m + 2 * 0 * m = 2 * a + m by ring,
        show 2 * (1 : ℝ) * (2 * 0 + 2) = 4 by norm_num]
      field_simp <;> norm_num
    rw [hval] at hlim
    refine (hlim.mono_left nhdsWithin_le_nhds).congr' ?_
    filter_upwards [self_mem_nhdsWithin] with l hl
    exact (spinOrbitShift_eq c hm ha hl).symm
  · -- a nonzero screening constant gives a strictly positive difference
    by_contra hm0
    have : 0 < Z * m ^ 2 * a ^ 3 / (2 * c ^ 2 * (2 * a + m) ^ 2) := by positivity
    linarith

end

end DarwinFromSpinOrbit
```

```lean
#print axioms DarwinFromSpinOrbit.spinOrbit_limit_vs_darwin
-- 'DarwinFromSpinOrbit.spinOrbit_limit_vs_darwin' depends on axioms: [propext, Classical.choice, Quot.sound]
```

**How the Lean proof is built.** The integrals above all have the form treated in `moments`:

$$\int_0^\infty(p+qr)\,r^{s-1}e^{-br}\,dr=\frac{\Gamma(s)}{b^s}\left(p+\frac{qs}{b}\right),\qquad s,b>0.$$

Splitting this integral into two requires each part to be integrable. The proof gets that from the known value of the Gamma integral: Lean assigns zero to the integral of a non-integrable function, and the value here is positive.

`radial_sq` rewrites $P^2$ as $r^{2l+2}e^{-2ar}$ for $r>0$. `radial_norm` then applies `moments` with $s=2l+3$ and lowers the Gamma function by its recurrence, as in the norm calculation above.

`spinOrbitShift_eq` is the closed form for every $l>0$. It differentiates the potential with the help of `hasDerivAt_decay`, rewrites the integrand in `hI`, and applies `moments` with $s=2l$, $p=Z$ and $q=Zm$. The auxiliary identity `alg` carries out the cancellation of $l$ against the $2l$ from the recurrence.

`darwinShift_eq` follows the other calculation. The steps `f0` and `f1` give $P^2/r$ and its first derivative, and `hI` takes the second derivative and multiplies by $rV$. `moments` is then used with $s=1$, $p=4aZ$ and $q=-4a^2Z$. The step `hn` supplies the norm $1/(4a^3)$, and `field_simp` with `ring` brings the result into the form of a contact term minus a screening term.

In the final theorem, `hN` and `hD` state that the numerator and denominator of the closed form are continuous in $l$. The denominator is positive at $l=0$, so the quotient has a limit there, and `hval` computes it. The closed form agrees with the spin-orbit shift for all $l>0$, which is enough for a one-sided limit. The difference follows from `darwinShift_eq` by algebra. For the equivalence, $m=0$ removes the screening term, while $m\ne0$ makes it strictly positive and contradicts the assumed equality.
